# The Multivariate Lee–Yang Theorem for Finite Ising Ferromagnets

A finite Ising ferromagnet sits in a magnetic field that may differ from site to site. Its free energy, proportional to the logarithm of the partition function, can be singular only where the partition function vanishes. For real fields this never happens, so the question is which complex fields allow a zero.

Take the energy \(-\sum_{i<j}J_{ij}\sigma_i\sigma_j-\sum_i h_i\sigma_i\) with \(\sigma_i=\pm1\) at inverse temperature \(\beta>0\), and let \(S\) be the set of spins flipped from all-up. Relative to the all-up weight, each flipped spin contributes the activity \(z_i=e^{-2\beta h_i}\) and each pair separated by \(S\) contributes \(A_{ij}=e^{-2\beta J_{ij}}\), where \(J_{ji}=J_{ij}\). Divided by the all-up weight, which is never zero, the partition function becomes

\[P(z)=\sum_S\prod_{i\in S}z_i\prod_{i\in S,\,j\notin S}A_{ij}.\]

A ferromagnet has \(J_{ij}\ge0\), hence \(0<A_{ij}\le1\). Lean starts from \(P\); the passage from the energy to \(P\) is the rewriting just given.

```lean
import Mathlib

open Finset ComplexConjugate

namespace LeeYang
```

## (a) Contracting two activities into one

Suppose \(p+qx+ry+sxy\neq0\) for all \(|x|,|y|<1\). Show that

\[p+sz\neq0\quad\text{for }|z|<1.\]

**Solution.** Suppose \(p+sz=0\). Setting \(x=y=0\) gives \(p\ne0\), so \(s\ne0\). On the diagonal \(x=y\), the quadratic \(p+(q+r)u+su^2\) has two roots \(u,v\), neither in the open disc. Thus \(|uv|\ge1\). But \(uv=p/s=-z\), a contradiction.

In Lean, `root` gives the bound on each root and `huv` their product.

```lean
/-- Asano contraction: if `p + q x + r y + s x y` has no zero with both variables in the open
unit disc, then `p + s z` has no zero in the open unit disc. -/
theorem asano_contraction {p q r s z : ℂ}
    (h : ∀ x y : ℂ, ‖x‖ < 1 → ‖y‖ < 1 → p + q * x + r * y + s * x * y ≠ 0)
    (hz : ‖z‖ < 1) : p + s * z ≠ 0 := by
  intro h0
  have hp : p ≠ 0 := by simpa using h 0 0 (by simp) (by simp)
  have hs : s ≠ 0 := by
    rintro rfl
    exact hp (by simpa using h0)
  have h2 : 2 * s ≠ 0 := mul_ne_zero two_ne_zero hs
  -- the two roots of the diagonal polynomial `p + (q + r) u + s u ^ 2`
  obtain ⟨t, ht⟩ := IsAlgClosed.exists_pow_nat_eq ((q + r) ^ 2 - 4 * p * s) (n := 2) two_pos
  have root : ∀ u t : ℂ, t ^ 2 = (q + r) ^ 2 - 4 * p * s →
      2 * s * u = -(q + r) + t → 1 ≤ ‖u‖ := by
    intro u t ht hu
    by_contra hlt
    have hlt' : ‖u‖ < 1 := not_le.mp hlt
    apply h u u hlt' hlt'
    apply mul_left_cancel₀ (mul_ne_zero (by norm_num : (4 : ℂ) ≠ 0) hs)
    linear_combination (2 * s * u + (q + r) + t) * hu + ht
  obtain ⟨u, hu⟩ : ∃ u, 2 * s * u = -(q + r) + t := ⟨_, mul_inv_cancel_left₀ h2 _⟩
  obtain ⟨v, hv⟩ : ∃ v, 2 * s * v = -(q + r) + -t := ⟨_, mul_inv_cancel_left₀ h2 _⟩
  have huv : u * v = -z := by
    apply mul_left_cancel₀ (mul_ne_zero (by norm_num : (4 : ℂ) ≠ 0) (pow_ne_zero 2 hs))
    linear_combination (2 * s * v) * hu + (-(q + r) + t) * hv - ht + 4 * s * h0
  have hn : ‖u‖ * ‖v‖ = ‖z‖ := by rw [← norm_mul, huv, norm_neg]
  have hu1 := root u t ht hu
  have hv1 := root v (-t) (by rw [neg_sq, ht]) hv
  nlinarith
```

## (b) A single bond

For \(|a|\le1\) and \(|x|,|y|<1\), show that

\[1+ax+\bar a y+xy\ne0.\]

**Solution.** Expanding the squares gives

\[|1+\bar a y|^2-|a+y|^2=(1-|a|^2)(1-|y|^2)\ge0.\]

Also \(1+\bar a y\neq0\), since \(|\bar a y|<1\). A zero would mean \(1+\bar a y=-x(a+y)\), and then

\[|1+\bar a y|=|x|\,|a+y|\le|x|\,|1+\bar a y|<|1+\bar a y|,\]

which is impossible. These steps are `hid`, `hpos`, `he` and the last `nlinarith`.

The bound on \(a\) cannot be raised: for real \(a>1\), an antiferromagnetic bond, \(x=y=-a+\sqrt{a^2-1}\) is a zero inside the disc.

```lean
/-- The partition function of two sites joined by a bond `a` with `|a| ≤ 1` has no zero when both
activities lie in the open unit disc. -/
theorem bond_ne_zero {a x y : ℂ} (ha : ‖a‖ ≤ 1) (hx : ‖x‖ < 1) (hy : ‖y‖ < 1) :
    1 + a * x + conj a * y + x * y ≠ 0 := by
  intro h0
  have hid : ‖1 + conj a * y‖ ^ 2 - ‖a + y‖ ^ 2 = (1 - ‖a‖ ^ 2) * (1 - ‖y‖ ^ 2) := by
    simp only [Complex.sq_norm, Complex.normSq_apply, Complex.add_re, Complex.add_im,
      Complex.mul_re, Complex.mul_im, Complex.conj_re, Complex.conj_im, Complex.one_re,
      Complex.one_im]
    ring
  have hnn : 0 ≤ (1 - ‖a‖ ^ 2) * (1 - ‖y‖ ^ 2) :=
    mul_nonneg (by nlinarith [norm_nonneg a]) (by nlinarith [norm_nonneg y])
  have hpos : 0 < ‖1 + conj a * y‖ := by
    refine norm_pos_iff.mpr fun h1 => ?_
    have h2 : conj a * y = -1 := by linear_combination h1
    have h3 := congrArg norm h2
    rw [norm_mul, RCLike.norm_conj, norm_neg, norm_one] at h3
    nlinarith [mul_nonneg (sub_nonneg.2 ha) (norm_nonneg y)]
  have hle : ‖a + y‖ ≤ ‖1 + conj a * y‖ :=
    le_of_not_gt fun hc => by nlinarith [norm_nonneg (a + y)]
  have he : 1 + conj a * y = -(x * (a + y)) := by linear_combination h0
  have hn : ‖1 + conj a * y‖ = ‖x‖ * ‖a + y‖ := by rw [he, norm_neg, norm_mul]
  nlinarith [mul_le_mul_of_nonneg_left hle (norm_nonneg x), mul_pos (sub_pos.2 hx) hpos]
```

## (c) Inserting a bond

Under the assumption of (a), with \(|a|\le1\) and \(|x|,|y|<1\), show that

\[p+aqx+\bar a ry+sxy\ne0.\]

**Solution.** By (b), the product \((p+qx'+ry'+sx'y')(1+au+\bar a v+uv)\) has no zero with all four variables in the open disc. Fix \(y',v\) and contract \(x',u\) into \(x\) by (a):

\[(p+ry')(1+\bar a v)+(q+sy')(a+v)x\ne0.\]

As a polynomial in \(y',v\), this has constant term \(p+aqx\) and \(y'v\)-coefficient \(\bar a r+sx\). Contracting \(y',v\) into \(y\) gives the claim. The two contractions are `h1` and `h2`.

```lean
/-- Inserting a bond `a` with `|a| ≤ 1` between two sites keeps a two-site polynomial free of
zeros in the open unit bidisc. -/
theorem bond_multiplier {p q r s a x y : ℂ}
    (h : ∀ x y : ℂ, ‖x‖ < 1 → ‖y‖ < 1 → p + q * x + r * y + s * x * y ≠ 0)
    (ha : ‖a‖ ≤ 1) (hx : ‖x‖ < 1) (hy : ‖y‖ < 1) :
    p + a * q * x + conj a * r * y + s * x * y ≠ 0 := by
  -- contract the first site, then the second
  have h1 : ∀ y v : ℂ, ‖y‖ < 1 → ‖v‖ < 1 →
      (p + r * y) * (1 + conj a * v) + (q + s * y) * (a + v) * x ≠ 0 := fun y v hy hv =>
    asano_contraction (q := (q + s * y) * (1 + conj a * v)) (r := (p + r * y) * (a + v))
      (fun x' u hx' hu h0 => mul_ne_zero (h x' y hx' hy) (bond_ne_zero ha hu hv)
        (by linear_combination h0)) hx
  have h2 := asano_contraction (p := p + a * q * x) (q := r + a * s * x)
    (r := conj a * p + q * x) (s := conj a * r + s * x)
    (fun y v hy hv h0 => h1 y v hy hv (by linear_combination h0)) hy
  exact fun h0 => h2 (by linear_combination h0)
```

## (d) A weighted sum seen from two sites

In Lean the sites form a finite type `ι`, and `partitionFn A z` is \(P(z)\). The diagonal of \(A\) never enters it.

```lean
variable {ι : Type*} [Fintype ι] [DecidableEq ι]

/-- The Lee-Yang partition function: a sum over sets `S` of flipped spins, with an activity `z i`
for each flipped spin and a factor `A i j` for each pair with `i` in `S` and `j` outside. -/
def partitionFn (A : Matrix ι ι ℂ) (z : ι → ℂ) : ℂ :=
  ∑ S : Finset ι, (∏ i ∈ S, z i) * ∏ i ∈ S, ∏ j ∈ Sᶜ, A i j
```

The factor \(c_{ij}(S)\), written `cut A S i j`, is \(A_{ij}\) if \(i\in S\) and \(j\notin S\), and 1 otherwise.

```lean
/-- The factor of the ordered pair `(i, j)`: `A i j` if `i` is in `S` and `j` is not, else one. -/
def cut (A : Matrix ι ι ℂ) (S : Finset ι) (i j : ι) : ℂ :=
  if i ∈ S ∧ j ∉ S then A i j else 1
```

Fix sites \(i\ne j\), weights \(w(S)\) and activities \(z\). Let \(m(S)\) be \(\alpha\) if \(S\) contains only \(i\) of the two sites, \(\beta\) if only \(j\), and 1 otherwise; from here on \(\beta\) denotes this factor, not the inverse temperature. Find \(p,q,r,s\), independent of \(\alpha,\beta,g_i,g_j\), such that whenever \(g_k=z_k\) at all other sites,

\[\sum_S w(S)\,m(S)\prod_{k\in S}g_k=p+\alpha g_iq+\beta g_jr+g_ig_js.\]

**Solution.** Sort the sets by whether they contain neither site, only \(i\), only \(j\), or both. Summing \(w(S)\prod_{k\in S\setminus\{i,j\}}z_k\) over these classes gives \(p,q,r,s\) respectively. In Lean, `pull` extracts one activity and `by_cases` separates the classes.

```lean
/-- A weighted sum over spin sets is affine in the activity of each of two distinct sites, and a
bond between these sites multiplies only the two terms in which exactly one of them is flipped. -/
theorem two_site_form (w : Finset ι → ℂ) (z : ι → ℂ) {i j : ι} (hij : i ≠ j) :
    ∃ p q r s : ℂ, ∀ (α β : ℂ) (g : ι → ℂ), (∀ k, k ≠ i → k ≠ j → g k = z k) →
      ∑ S : Finset ι, w S * ((if i ∈ S ∧ j ∉ S then α else 1) *
        (if j ∈ S ∧ i ∉ S then β else 1)) * ∏ k ∈ S, g k
      = p + α * g i * q + β * g j * r + g i * g j * s := by
  let c : Finset ι → ℂ := fun S => w S * ∏ k ∈ (S.erase i).erase j, z k
  refine ⟨∑ S, if i ∈ S then 0 else if j ∈ S then 0 else c S,
    ∑ S, if i ∈ S then (if j ∈ S then 0 else c S) else 0,
    ∑ S, if i ∈ S then 0 else if j ∈ S then c S else 0,
    ∑ S, if i ∈ S then (if j ∈ S then c S else 0) else 0, fun α β g hg => ?_⟩
  have pull : ∀ (S : Finset ι) (l : ι),
      ∏ k ∈ S, g k = (if l ∈ S then g l else 1) * ∏ k ∈ S.erase l, g k := by
    intro S l
    by_cases hl : l ∈ S
    · rw [if_pos hl, mul_prod_erase S g hl]
    · rw [if_neg hl, one_mul, erase_eq_of_notMem hl]
  simp only [mul_sum, ← sum_add_distrib]
  refine sum_congr rfl fun S _ => ?_
  have hrest : ∏ k ∈ (S.erase i).erase j, g k = ∏ k ∈ (S.erase i).erase j, z k :=
    prod_congr rfl fun k hk => by
      simp only [mem_erase] at hk
      exact hg k hk.2.1 hk.1
  have hj' : j ∈ S.erase i ↔ j ∈ S := by simp [hij.symm]
  rw [pull S i, pull (S.erase i) j, hrest]
  simp only [hj', c]
  by_cases hi : i ∈ S <;> by_cases hj : j ∈ S <;>
    simp only [hi, hj, not_true_eq_false, not_false_eq_true, and_true, and_false,
      if_true, if_false] <;> ring
```

## (e) Counting each bond once

Number the sites by an injective \(e\). Show that

\[\prod_{i\in S,\,j\notin S}A_{ij}=\prod_{e(i)<e(j)}c_{ij}(S)\,c_{ji}(S).\]

**Solution.** Since \(c_{ij}(S)=1\) for pairs not on the left, the left side is the product of \(c_{ij}(S)\) over all ordered pairs (`h1`). The diagonal factors are 1. For \(i\ne j\), exactly one of \(e(i)<e(j)\) and \(e(j)<e(i)\) holds, so the two orders can be grouped (`h2`).

```lean
/-- The product over pairs separated by `S` can be taken bond by bond, each unordered pair of
sites being counted once with the help of an injective numbering `e` of the sites. -/
theorem prod_cut (A : Matrix ι ι ℂ) (S : Finset ι) (e : ι → ℕ) (he : Function.Injective e) :
    ∏ i ∈ S, ∏ j ∈ Sᶜ, A i j =
      ∏ p : ι × ι, if e p.1 < e p.2 then cut A S p.1 p.2 * cut A S p.2 p.1 else 1 := by
  have h1 : ∏ i ∈ S, ∏ j ∈ Sᶜ, A i j = ∏ i, ∏ j, cut A S i j := by
    calc _ = ∏ i ∈ S, ∏ j ∈ Sᶜ, cut A S i j :=
          prod_congr rfl fun i hi => prod_congr rfl fun j hj => by
            rw [cut, if_pos ⟨hi, mem_compl.mp hj⟩]
      _ = ∏ i ∈ S, ∏ j, cut A S i j :=
          prod_congr rfl fun i _ => prod_subset (subset_univ _) fun j _ hj => by
            rw [cut, if_neg fun h => hj (mem_compl.mpr h.2)]
      _ = _ := prod_subset (subset_univ _) fun i _ hi => prod_eq_one fun j _ => by
            rw [cut, if_neg fun h => hi h.1]
  have h2 : ∏ i, ∏ j, (if e i < e j then cut A S i j * cut A S j i else 1) =
      ∏ i, ∏ j, cut A S i j := by
    calc _ = (∏ i, ∏ j, if e i < e j then cut A S i j else 1) *
          ∏ i, ∏ j, (if e i < e j then cut A S j i else 1) := by
          simp only [← prod_mul_distrib]
          refine prod_congr rfl fun i _ => prod_congr rfl fun j _ => ?_
          split_ifs <;> simp
      _ = (∏ i, ∏ j, if e i < e j then cut A S i j else 1) *
          ∏ i, ∏ j, (if e j < e i then cut A S i j else 1) := by
          congr 1
          exact prod_comm
      _ = _ := by
          simp only [← prod_mul_distrib]
          refine prod_congr rfl fun i _ => prod_congr rfl fun j _ => ?_
          rcases lt_trichotomy (e i) (e j) with h | h | h
          · rw [if_pos h, if_neg (not_lt_of_ge h.le), mul_one]
          · have hij := he h
            subst hij
            simp [cut]
          · rw [if_pos h, if_neg (not_lt_of_ge h.le), one_mul]
  rw [h1, Fintype.prod_prod_type]
  exact h2.symm
```

## (f) Hermitian couplings

Let \(A\) be Hermitian with \(|A_{ij}|\le1\) for \(i\ne j\). Show that

\[P(z)\ne0\quad\text{if }|z_i|<1\text{ for all }i.\]

**Solution.** Without bonds the sum is \(\prod_k(1+z_k)\), which is nonzero because no \(z_k\) equals \(-1\).

Now suppose that the sum with a set \(T\) of bonds is nonzero for all activities in the disc. By (d) with \(\alpha=\beta=1\), it has the form \(p+qx+ry+sxy\) in the activities \(x,y\) of two sites \(i,j\), with no zero in the bidisc. Adding their bond sets \(\alpha=A_{ij}\) and \(\beta=A_{ji}=\overline{A_{ij}}\), and (c) keeps the sum nonzero. Once all bonds are in, (e) identifies it with \(P(z)\).

The induction is `step`; `hold` is the old polynomial's property and `key` applies (c). Pairs in `T` with \(e(i)\ge e(j)\) contribute 1.

For no sites, \(P=1\). For one site, \(P=1+z\) vanishes at \(z=-1\), so the inequality on the activities must be strict.

```lean
/-- Multivariate Lee-Yang theorem for Hermitian couplings: if the off-diagonal entries of `A` have
modulus at most one, the partition function is nonzero when all activities have modulus below
one. -/
theorem lee_yang_hermitian {A : Matrix ι ι ℂ} (hA : A.IsHermitian)
    (hb : ∀ i j, i ≠ j → ‖A i j‖ ≤ 1) {z : ι → ℂ} (hz : ∀ i, ‖z i‖ < 1) :
    partitionFn A z ≠ 0 := by
  obtain ⟨e, he⟩ : ∃ e : ι → ℕ, Function.Injective e :=
    ⟨fun i => (Fintype.equivFin ι i : ℕ),
      Fin.val_injective.comp (Fintype.equivFin ι).injective⟩
  -- insert the bonds one at a time, starting from free spins
  have step : ∀ T : Finset (ι × ι), ∀ z : ι → ℂ, (∀ i, ‖z i‖ < 1) →
      ∑ S : Finset ι, (∏ p ∈ T, if e p.1 < e p.2 then
        cut A S p.1 p.2 * cut A S p.2 p.1 else 1) * ∏ k ∈ S, z k ≠ 0 := by
    intro T
    induction T using Finset.induction_on with
    | empty =>
      intro z hz
      have hfree : ∑ S : Finset ι, ∏ k ∈ S, z k = ∏ k, (1 + z k) := by
        rw [prod_one_add, powerset_univ]
      simp only [prod_empty, one_mul]
      rw [hfree]
      refine prod_ne_zero_iff.mpr fun k _ h0 => ?_
      have hk : z k = -1 := by linear_combination h0
      have hlt := hz k
      rw [hk, norm_neg, norm_one] at hlt
      exact lt_irrefl _ hlt
    | insert b T hbT ih =>
      intro z hz
      by_cases hlt : e b.1 < e b.2
      · have hne : b.1 ≠ b.2 := ne_of_apply_ne e hlt.ne
        obtain ⟨p, q, r, s, hs⟩ := two_site_form (fun S => ∏ p ∈ T, if e p.1 < e p.2 then
          cut A S p.1 p.2 * cut A S p.2 p.1 else 1) z hne
        have hold : ∀ x y : ℂ, ‖x‖ < 1 → ‖y‖ < 1 → p + q * x + r * y + s * x * y ≠ 0 := by
          intro x y hx hy h0
          obtain ⟨g, hg⟩ : ∃ g : ι → ℂ,
            g = fun k => if k = b.1 then x else if k = b.2 then y else z k := ⟨_, rfl⟩
          have h1 := hs 1 1 g (fun k h1 h2 => by simp [hg, h1, h2])
          have gi : g b.1 = x := by simp [hg]
          have gj : g b.2 = y := by simp [hg, hne.symm]
          simp only [ite_self, mul_one] at h1
          refine ih g (fun k => ?_) (h1.trans ?_)
          · rw [hg]
            dsimp only
            split_ifs
            exacts [hx, hy, hz k]
          · rw [gi, gj]
            linear_combination h0
        have key := bond_multiplier hold (hb _ _ hne) (hz b.1) (hz b.2)
        have hji : A b.2 b.1 = conj (A b.1 b.2) := (hA.apply b.2 b.1).symm
        have hnew := hs (A b.1 b.2) (A b.2 b.1) z (fun _ _ _ => rfl)
        intro h0
        apply key
        have hsum : p + A b.1 b.2 * z b.1 * q + A b.2 b.1 * z b.2 * r
            + z b.1 * z b.2 * s = 0 := by
          rw [← hnew, ← h0]
          refine sum_congr rfl fun S _ => ?_
          rw [prod_insert hbT, if_pos hlt]
          simp only [cut]
          ring
        rw [hji] at hsum
        linear_combination hsum
      · simp only [prod_insert hbT, if_neg hlt, one_mul]
        exact ih z hz
  intro h0
  apply step univ z hz
  rw [← h0, partitionFn]
  refine sum_congr rfl fun S _ => ?_
  rw [prod_cut A S e he, mul_comm]
```

## (g) Real symmetric couplings

Let \(A\) be real symmetric with entries in \([-1,1]\). Show that

\[P(z)\neq0\quad\text{if }|z_i|<1\text{ for all }i.\]

**Solution.** Read as a complex matrix, `A.map Complex.ofReal`, \(A\) is Hermitian with entries of modulus at most 1, so (f) applies. For the ferromagnet, the condition on the activities is \(\operatorname{Re}h_i>0\) at every site.

```lean
/-- Multivariate Lee-Yang theorem: for a real symmetric matrix with entries in `[-1, 1]` the
partition function is nonzero when all activities have modulus below one. -/
theorem lee_yang {A : Matrix ι ι ℝ} (hA : A.IsSymm) (hb : ∀ i j, A i j ∈ Set.Icc (-1) 1)
    {z : ι → ℂ} (hz : ∀ i, ‖z i‖ < 1) : partitionFn (A.map Complex.ofReal) z ≠ 0 := by
  refine lee_yang_hermitian (Matrix.IsHermitian.ext fun i j => ?_) (fun i j _ => ?_) hz
  · simp [hA.apply i j]
  · rw [Matrix.map_apply, Complex.norm_real, Real.norm_eq_abs]
    exact abs_le.mpr (hb i j)
```

## (h) Exchanging flipped and unflipped spins

For Hermitian \(A\) and nonzero \(z_i\), show that

\[P(z)=\Big(\prod_i z_i\Big)\,\overline{P(1/\bar z)},\qquad (1/\bar z)_i=1/\bar z_i.\]

**Solution.** Since \(\overline{A_{ij}}=A_{ji}\), the right side is

\[\Big(\prod_i z_i\Big)\sum_S\prod_{i\in S}z_i^{-1}\prod_{i\in S,\,j\notin S}A_{ji}
=\sum_S\prod_{i\notin S}z_i\prod_{i\in S,\,j\notin S}A_{ji}.\]

Renaming the complement of \(S\) as \(S\) gives \(P(z)\). In Lean, `h3` handles the couplings and `h4` the cancelled activities.

```lean
/-- Spin-flip symmetry: for Hermitian couplings and nonzero activities, the partition function at
`z` is the product of the activities times the conjugate of its value at `1 / conj z`. -/
theorem partitionFn_inversion {A : Matrix ι ι ℂ} (hA : A.IsHermitian) {z : ι → ℂ}
    (hz : ∀ i, z i ≠ 0) :
    partitionFn A z = (∏ i, z i) * conj (partitionFn A fun i => (conj (z i))⁻¹) := by
  unfold partitionFn
  rw [map_sum, mul_sum]
  -- exchange flipped and unflipped spins
  refine Fintype.sum_bijective (fun S : Finset ι => Sᶜ)
    (Function.Involutive.bijective fun S => compl_compl S) _ _ fun S => ?_
  have h3 : ∏ i ∈ Sᶜ, ∏ j ∈ S, conj (A i j) = ∏ i ∈ S, ∏ j ∈ Sᶜ, A i j :=
    prod_comm.trans (prod_congr rfl fun i _ => prod_congr rfl fun j _ => hA.apply i j)
  have h4 : (∏ i ∈ Sᶜ, z i) * (∏ i ∈ Sᶜ, z i)⁻¹ = 1 :=
    mul_inv_cancel₀ (prod_ne_zero_iff.mpr fun i _ => hz i)
  simp only [map_mul, map_prod, map_inv₀, Complex.conj_conj, compl_compl, prod_inv_distrib]
  rw [h3, ← prod_mul_prod_compl S z]
  linear_combination (-((∏ i ∈ S, z i) * ∏ i ∈ S, ∏ j ∈ Sᶜ, A i j)) * h4
```

## (i) Uniform activity

Under the assumptions of (f), show that

\[P(z,\dots,z)=0\quad\Longrightarrow\quad|z|=1.\]

**Solution.** Part (f) excludes \(|z|<1\). If \(|z|>1\), then (h) gives a zero at \(1/\bar z\), which lies inside the disc, again excluded by (f).

For a finite, pair-coupled Ising ferromagnet at fixed real temperature, zeros in a uniform complex field \(h\), computed by enumeration or estimated from simulation, can be compared with this circle, which corresponds to \(\operatorname{Re}h=0\). Conclusions about phase transitions need the further step to infinite volume.

```lean
/-- Lee-Yang circle theorem: for Hermitian couplings with off-diagonal entries of modulus at most
one, every zero of the partition function in a uniform activity lies on the unit circle. -/
theorem circle_theorem {A : Matrix ι ι ℂ} (hA : A.IsHermitian)
    (hb : ∀ i j, i ≠ j → ‖A i j‖ ≤ 1) {z : ℂ} (h0 : partitionFn A (fun _ => z) = 0) :
    ‖z‖ = 1 := by
  rcases lt_trichotomy ‖z‖ 1 with h | h | h
  · exact absurd h0 (lee_yang_hermitian hA hb fun _ => h)
  · exact h
  · -- outside the disc, inversion leads back to the inside
    have hz : z ≠ 0 := norm_pos_iff.mp (zero_lt_one.trans h)
    have hin : ‖(conj z)⁻¹‖ < 1 := by
      rw [norm_inv, RCLike.norm_conj]
      exact inv_lt_one_of_one_lt₀ h
    rw [partitionFn_inversion hA fun _ => hz] at h0
    rcases mul_eq_zero.mp h0 with h1 | h1
    · exact absurd h1 (prod_ne_zero_iff.mpr fun _ _ => hz)
    · exact absurd ((map_eq_zero (starRingEnd ℂ)).mp h1)
        (lee_yang_hermitian hA hb fun _ => hin)

end LeeYang
```

```lean
#print axioms LeeYang.lee_yang
-- 'LeeYang.lee_yang' depends on axioms: [propext, Classical.choice, Quot.sound]
#print axioms LeeYang.circle_theorem
-- 'LeeYang.circle_theorem' depends on axioms: [propext, Classical.choice, Quot.sound]
```
